# The influence function that minimises the mesh-force error over finitely many aliases

Suppose that a mesh cannot distinguish two waves, labelled 0 and 1. They are aliases of one mesh wavevector. Charge assignment puts wave m on the mesh with a real weight U_m, and interpolation of the force back to the particles uses the same weights. In between, the mesh multiplies by an influence function G, which plays the part of the Coulomb kernel, and by a differentiation factor D. A source in alias m therefore produces a force G U_m U_n D in each alias n, whereas the exact force is R_m in alias m and zero in the other.

For illustration, take the round numbers U_0 = 1, U_1 = 1/2, D = 1, R_0 = 1 and R_1 = 0, which are scaled for convenience and do not come from a particular assignment scheme. The squared errors of the four pairs add up to

Q(G) = (G − 1)² + 2(G/2)² + (G/4)² = (25/16)G² − 2G + 1.

The choice G = 1 reproduces the force in alias 0 exactly, but it feeds the other three pairs and gives Q = 9/16. The minimum lies at G = 16/25, where Q = 9/25. A weaker kernel accepts some error in the principal wave in return for less spurious force.

## The error at one mesh wavevector

In general the aliases form a finite type `ι`, and D and the R_m are vectors in a real inner-product space `V`, for instance ordinary three-dimensional space. No dimension is assumed.

```lean
import Mathlib

open Finset

namespace OptimalInfluenceFunction

noncomputable section

variable {ι V : Type*} [Fintype ι] [DecidableEq ι]
  [NormedAddCommGroup V] [InnerProductSpace ℝ V]
```

With δ_mn equal to 1 for m = n and 0 otherwise, the error is

Q(G) = ∑_(m,n) ‖G U_m U_n D − δ_mn R_m‖².

In Lean the Kronecker delta is the `if m = n` expression, and `•` multiplies a vector by a real number. The mesh force and the reference force are both minus a gradient, so for waves exp(ik·r) their Fourier transforms share a factor −i, which has been removed. What remains is real when the assignment function is symmetric and the mesh differentiates by centred differences or by multiplying with the wavevector. This Q is the starting point: its derivation from a force error averaged over particle positions is not part of the development, and the infinite set of aliases is replaced by a finite one.

```lean
/-- Squared force error at one mesh wavevector, summed over pairs of aliases: `U` is the
charge-assignment function, `D` the mesh differentiation vector, `R` the reference force and
`G` the influence function. -/
def aliasError (U : ι → ℝ) (D : V) (R : ι → V) (G : ℝ) : ℝ :=
  ∑ m, ∑ n, ‖(G * U m * U n) • D - (if m = n then R m else 0)‖ ^ 2
```

Two numbers will carry all the dependence on G. The first measures how far the mesh gradient points along the reference forces:

B = ∑_m U_m² ⟨D, R_m⟩.

```lean
/-- Overlap of the mesh differentiation vector with the reference forces, weighted by the
squared assignment function. -/
def referenceOverlap (U : ι → ℝ) (D : V) (R : ι → V) : ℝ :=
  ∑ m, U m ^ 2 * inner ℝ D (R m)
```

The second is the squared mesh force at G = 1, summed over all pairs:

A = ‖D‖² (∑_m U_m²)².

```lean
/-- Squared norm of the differentiation vector times the squared sum of the squared
assignment function over the aliases. -/
def meshWeight (U : ι → ℝ) (D : V) : ℝ :=
  ‖D‖ ^ 2 * (∑ m, U m ^ 2) ^ 2
```

The candidate for the minimiser is G* = B/A. In the example A = 25/16 and B = 1, which gives 16/25 again.

```lean
/-- The optimal influence function: reference overlap divided by mesh weight. -/
def optimalInfluence (U : ι → ℝ) (D : V) (R : ι → V) : ℝ :=
  referenceOverlap U D R / meshWeight U D
```

## A positive curvature

If some U_m is nonzero, then ∑_m U_m² > 0. If D is also nonzero, both factors of A are positive, and so A > 0. Physically, the charge assignment must let at least one of the aliases through to the mesh, and the difference operator must respond at this wavevector. The second condition excludes the zero wavevector, and also any other wavevector at which the chosen difference scheme vanishes. When D = 0 the error does not depend on G at all.

```lean
omit [DecidableEq ι] [InnerProductSpace ℝ V] in
/-- The mesh weight is positive when the differentiation vector is nonzero and the assignment
function is nonzero at some alias. -/
theorem meshWeight_pos {U : ι → ℝ} {D : V} (hU : ∃ m, U m ≠ 0) (hD : D ≠ 0) :
    0 < meshWeight U D := by
  obtain ⟨m, hm⟩ := hU
  have hS : 0 < ∑ m, U m ^ 2 :=
    Finset.sum_pos' (fun m _ => sq_nonneg _) ⟨m, mem_univ m, by positivity⟩
  have hN : 0 < ‖D‖ := norm_pos_iff.mpr hD
  unfold meshWeight
  positivity
```

The proof finds one positive term in a sum of nonnegative ones, and `positivity` multiplies the factors.

## The error as a parabola

For m ≠ n there is no reference force, and the summand is

‖G U_m U_n D‖² = G² ‖D‖² U_m² U_n².

For m = n the square of the difference adds a cross term and a constant:

‖G U_m² D − R_m‖² = G² ‖D‖² U_m⁴ − 2G U_m² ⟨D, R_m⟩ + ‖R_m‖².

The quadratic parts of all pairs sum to G² ‖D‖² (∑_m U_m²)(∑_n U_n²) = A G². The diagonal parts sum to −2GB + ∑_m ‖R_m‖². Hence

Q(G) = A G² − 2GB + ∑_m ‖R_m‖².

This identity needs no condition on U or D.

```lean
/-- The force error is a polynomial of degree at most two in the influence function, with the mesh
weight as the coefficient of the square. -/
theorem aliasError_eq_quadratic (U : ι → ℝ) (D : V) (R : ι → V) (G : ℝ) :
    aliasError U D R G =
      meshWeight U D * G ^ 2 - 2 * G * referenceOverlap U D R + ∑ m, ‖R m‖ ^ 2 := by
  -- the reference force enters only the diagonal pairs
  have term : ∀ m n, ‖(G * U m * U n) • D - (if m = n then R m else 0)‖ ^ 2 =
      G ^ 2 * ‖D‖ ^ 2 * (U m ^ 2 * U n ^ 2) +
        (if m = n then ‖R m‖ ^ 2 - 2 * G * (U m ^ 2 * inner ℝ D (R m)) else 0) := by
    intro m n
    by_cases h : m = n
    · subst h
      rw [if_pos rfl, if_pos rfl, norm_sub_sq_real, norm_smul, real_inner_smul_left,
        mul_pow, Real.norm_eq_abs, sq_abs]
      ring
    · rw [if_neg h, if_neg h, sub_zero, norm_smul, mul_pow, Real.norm_eq_abs, sq_abs]
      ring
  calc aliasError U D R G
      = ∑ m, ((∑ n, G ^ 2 * ‖D‖ ^ 2 * (U m ^ 2 * U n ^ 2)) +
          (‖R m‖ ^ 2 - 2 * G * (U m ^ 2 * inner ℝ D (R m)))) := by
        unfold aliasError
        refine Finset.sum_congr rfl fun m _ => ?_
        rw [Finset.sum_congr rfl (fun n _ => term m n), Finset.sum_add_distrib,
          Finset.sum_ite_eq, if_pos (mem_univ m)]
    _ = _ := by
        rw [Finset.sum_add_distrib, Finset.sum_sub_distrib]
        simp only [← Finset.mul_sum, ← Finset.sum_mul]
        unfold meshWeight referenceOverlap
        ring
```

The local statement `term` contains both cases in one formula, and `by_cases` separates them. In the diagonal case `norm_sub_sq_real` expands the square. `Finset.sum_ite_eq` then lets the sum over n pick out the single diagonal contribution, and the remaining lines factor the double sum.

## Completing the square

Since A G* = B, subtracting Q(G*) from Q(G) gives

Q(G) − Q(G*) = A(G² − G*²) − 2A G*(G − G*) = A(G − G*)².

The right-hand side is never negative, and because A > 0 it vanishes only for G = G*. The value at the minimum is

Q(G*) = A G*² − 2G*B + ∑_m ‖R_m‖² = ∑_m ‖R_m‖² − B²/A.

The theorem states these three facts in order: no real G has a smaller error than G*, any G with the same error equals G*, and the minimum has the value above. For the example the last formula gives 1 − 16/25 = 9/25.

```lean
/-- If the differentiation vector is nonzero and the assignment function is nonzero at some alias,
the optimal influence function is the unique minimiser of the force error, and the minimum is the
total squared reference force less the squared overlap divided by the mesh weight. -/
theorem optimalInfluence_unique_minimiser {U : ι → ℝ} {D : V} (R : ι → V)
    (hU : ∃ m, U m ≠ 0) (hD : D ≠ 0) :
    (∀ G, aliasError U D R (optimalInfluence U D R) ≤ aliasError U D R G) ∧
    (∀ G, aliasError U D R G = aliasError U D R (optimalInfluence U D R) →
      G = optimalInfluence U D R) ∧
    aliasError U D R (optimalInfluence U D R) =
      ∑ m, ‖R m‖ ^ 2 - referenceOverlap U D R ^ 2 / meshWeight U D := by
  have hA := meshWeight_pos hU hD
  have hA' := hA.ne'
  -- stationarity of the quadratic
  have hG : meshWeight U D * optimalInfluence U D R = referenceOverlap U D R := by
    unfold optimalInfluence
    field_simp
  have hB : referenceOverlap U D R ^ 2 / meshWeight U D =
      referenceOverlap U D R * optimalInfluence U D R := by
    unfold optimalInfluence
    ring
  -- completing the square
  have key : ∀ G, aliasError U D R G = aliasError U D R (optimalInfluence U D R) +
      meshWeight U D * (G - optimalInfluence U D R) ^ 2 := by
    intro G
    rw [aliasError_eq_quadratic, aliasError_eq_quadratic]
    linear_combination (2 * (G - optimalInfluence U D R)) * hG
  refine ⟨fun G => ?_, fun G h => ?_, ?_⟩
  · rw [key G]
    have := mul_nonneg hA.le (sq_nonneg (G - optimalInfluence U D R))
    linarith
  · have h0 : meshWeight U D * (G - optimalInfluence U D R) ^ 2 = 0 := by
      linarith [key G]
    have h1 := (mul_eq_zero.mp h0).resolve_left hA'
    exact sub_eq_zero.mp (pow_eq_zero_iff (two_ne_zero)|>.mp h1)
  · rw [aliasError_eq_quadratic]
    linear_combination optimalInfluence U D R * hG + hB
```

Here `hG` is the relation A G* = B, and `key` is the completed square. `linear_combination` proves `key` by adding 2(G − G*) times `hG`. The three parts of the theorem then follow from the sign of the square, from its vanishing, and from the quadratic form evaluated at G*.

This is the form of influence function known from the particle–particle particle–mesh method for Coulomb forces in molecular simulation, obtained here for real weights, finitely many aliases and the error Q as given. In that method the reference force is the smooth, long-range part of the Coulomb force, and the short-range rest is summed directly over nearby pairs of particles.

## All wavevectors of a finite mesh

Let k run over a finite set of mesh wavevectors, each with its own weights, gradient vector and reference forces. The total error is

∑_k Q_k(G_k),

and each G_k enters only its own term. Minimising every term therefore minimises the sum. Conversely, if Q_k(G*_k) ≤ Q_k(G_k) for every k and the two totals are equal, then no single inequality can be strict, and uniqueness at each k gives G_k = G*_k.

The finite type `κ` holds the wavevectors. The conditions on U and D are required at every one of them, so the zero wavevector, and any other at which the difference scheme vanishes, has to be left out of `κ`. All wavevectors share the alias type `ι`.

```lean
/-- Over a finite set of wavevectors, at each of which the differentiation vector is nonzero and the
assignment function is nonzero at some alias, the total force error is minimised by the optimal
influence function taken at each wavevector, and by no other influence function. -/
theorem total_error_minimised {κ : Type*} [Fintype κ] {U : κ → ι → ℝ} {D : κ → V}
    (R : κ → ι → V) (hU : ∀ k, ∃ m, U k m ≠ 0) (hD : ∀ k, D k ≠ 0) (G : κ → ℝ) :
    (∑ k, aliasError (U k) (D k) (R k) (optimalInfluence (U k) (D k) (R k)) ≤
      ∑ k, aliasError (U k) (D k) (R k) (G k)) ∧
    (∑ k, aliasError (U k) (D k) (R k) (optimalInfluence (U k) (D k) (R k)) =
      ∑ k, aliasError (U k) (D k) (R k) (G k) ↔
        ∀ k, G k = optimalInfluence (U k) (D k) (R k)) := by
  have hle : ∀ k ∈ (univ : Finset κ),
      aliasError (U k) (D k) (R k) (optimalInfluence (U k) (D k) (R k)) ≤
        aliasError (U k) (D k) (R k) (G k) := fun k _ =>
    (optimalInfluence_unique_minimiser (R k) (hU k) (hD k)).1 (G k)
  refine ⟨Finset.sum_le_sum hle, fun h k => ?_, fun h => ?_⟩
  · -- equal totals force equality at every wavevector
    have hk := (Finset.sum_eq_sum_iff_of_le hle).mp h k (mem_univ k)
    exact (optimalInfluence_unique_minimiser (R k) (hU k) (hD k)).2.1 (G k) hk.symm
  · exact Finset.sum_congr rfl fun k _ => by rw [h k]
```

The step from equal totals to equal terms is `Finset.sum_eq_sum_iff_of_le`.

## An error that no influence function removes

Suppose that two different aliases a and b both carry weight, that D ≠ 0, and that R_c ≠ 0 for some alias c. If G = 0, the mesh gives no force, and the pair (c, c) contributes ‖R_c‖² > 0. If G ≠ 0, the pair (a, b) contributes

‖G U_a U_b D‖² > 0,

a spurious force with no reference force to match. So Q(G) > 0 for every G. The alias c may coincide with a or b, as it does in the example.

```lean
/-- If the assignment function is nonzero at two different aliases, and the differentiation vector
and some reference force are nonzero, the force error is positive for every influence function. -/
theorem aliasError_pos {U : ι → ℝ} {D : V} {R : ι → V} {a b c : ι} (hab : a ≠ b)
    (ha : U a ≠ 0) (hb : U b ≠ 0) (hD : D ≠ 0) (hc : R c ≠ 0) (G : ℝ) :
    0 < aliasError U D R G := by
  -- one positive summand suffices
  have pos_of_term : ∀ m n,
      0 < ‖(G * U m * U n) • D - (if m = n then R m else 0)‖ ^ 2 →
        0 < aliasError U D R G := fun m n h =>
    Finset.sum_pos' (fun _ _ => Finset.sum_nonneg fun _ _ => sq_nonneg _)
      ⟨m, mem_univ m, Finset.sum_pos' (fun _ _ => sq_nonneg _) ⟨n, mem_univ n, h⟩⟩
  by_cases hG : G = 0
  · apply pos_of_term c c
    rw [if_pos rfl, hG, zero_mul, zero_mul, zero_smul, zero_sub, norm_neg]
    exact pow_pos (norm_pos_iff.mpr hc) 2
  · apply pos_of_term a b
    rw [if_neg hab, sub_zero]
    exact pow_pos (norm_pos_iff.mpr
      (smul_ne_zero (mul_ne_zero (mul_ne_zero hG ha) hb) hD)) 2
```

The helper `pos_of_term` says that one positive summand makes the whole double sum positive, and the two cases of `by_cases` supply the summands just named.

## Deconvolution when one alias carries weight

Now let U_a ≠ 0 be the only nonzero weight, and let the reference force there be R_a = φD, with φ the value of the exact kernel. Then

B = U_a² φ ‖D‖² and A = ‖D‖² U_a⁴,

so that U_a² G* = φ. The optimum divides the exact kernel by the weight once for assignment and once for interpolation. With φ the exact kernel, the condition R_a = φD means that the mesh differentiates wave a exactly, as it does when a is the principal wave and the mesh multiplies by the wavevector of that wave. With a second weight present this rule generally fails: in the example it would give G = 1 instead of 16/25.

```lean
omit [DecidableEq ι] in
/-- If the assignment function is nonzero at a single alias, where the reference force is `φ` times
the differentiation vector, and that vector is nonzero, the optimal influence function times the
squared assignment function there equals `φ`. -/
theorem optimalInfluence_deconvolution {U : ι → ℝ} {D : V} {R : ι → V} {a : ι} {φ : ℝ}
    (ha : U a ≠ 0) (hU : ∀ m, m ≠ a → U m = 0) (hD : D ≠ 0) (hR : R a = φ • D) :
    U a ^ 2 * optimalInfluence U D R = φ := by
  have h1 : ∑ m, U m ^ 2 = U a ^ 2 :=
    Finset.sum_eq_single a (fun m _ h => by simp [hU m h]) (by simp)
  have h2 : ∑ m, U m ^ 2 * inner ℝ D (R m) = U a ^ 2 * (φ * ‖D‖ ^ 2) :=
    (Finset.sum_eq_single a (fun m _ h => by simp [hU m h]) (by simp)).trans
      (by rw [hR, real_inner_smul_right, real_inner_self_eq_norm_sq])
  have hN : ‖D‖ ≠ 0 := norm_ne_zero_iff.mpr hD
  unfold optimalInfluence referenceOverlap meshWeight
  rw [h1, h2]
  field_simp

end

end OptimalInfluenceFunction
```

`Finset.sum_eq_single` reduces both sums to the term at `a`, and `field_simp` cancels the nonzero factors.

```lean
#print axioms OptimalInfluenceFunction.total_error_minimised
#print axioms OptimalInfluenceFunction.aliasError_pos
#print axioms OptimalInfluenceFunction.optimalInfluence_deconvolution
```

```
'OptimalInfluenceFunction.total_error_minimised' depends on axioms: [propext, Classical.choice, Quot.sound]
'OptimalInfluenceFunction.aliasError_pos' depends on axioms: [propext, Classical.choice, Quot.sound]
'OptimalInfluenceFunction.optimalInfluence_deconvolution' depends on axioms: [propext, Classical.choice, Quot.sound]
```
